# For $|b|<a$, the Gaussian pair state $e^{-a(x^2+y^2)+2bxy}$ has one-particle purity $\sqrt{a^2-b^2}/a$

To check a grid code that integrates one particle out of a two-particle wavefunction, I compare the purity of the resulting density matrix with an exact value. My test case is the Moshinsky atom in one dimension: two particles in a harmonic trap, coupled by a spring. Its Gaussian state is, up to normalisation,

$$\psi(x,y)=e^{-a(x^2+y^2)+2bxy},\qquad a,b\in\mathbb R,\quad |b|<a.$$

The exact value I use is $\sqrt{a^2-b^2}/a$. I would like to see this derived without gaps and checked by a proof assistant, including the link between $a$, $b$ and the trap. How does that go?

## Gaussian integrals for the trace and the purity

Integrating out the second particle gives the unnormalised one-particle density matrix

$$G(x,z)=\int\psi(x,y)\,\psi(z,y)\,dy .$$

Dividing by its trace normalises it, so the purity is

$$P=\frac{\iint G(x,z)^2\,dz\,dx}{\left(\int G(x,x)\,dx\right)^2}.$$

Everything follows from one integral. For $p>0$ and real $q$, completing the square gives $-py^2+2qy=-p(y-q/p)^2+q^2/p$. After a shift of $y$,

$$\int e^{-py^2+2qy}\,dy=\sqrt{\frac{\pi}{p}}\;e^{q^2/p}.$$

Now take a correlated Gaussian in two variables with $|B|<A$. The inner integral has $p=A$ and $q=Bx$, which leaves $\sqrt{\pi/A}\,e^{-(A^2-B^2)x^2/A}$. Integrating over $x$ gives

$$\iint e^{-A(x^2+y^2)+2Bxy}\,dy\,dx=\sqrt{\frac{\pi}{A}}\sqrt{\frac{\pi A}{A^2-B^2}}=\frac{\pi}{\sqrt{A^2-B^2}}.$$

Write $s=\sqrt{a^2-b^2}$. The trace of $G$ is the integral of $\psi^2$, which has $A=2a$ and $B=2b$:

$$\int G(x,x)\,dx=\frac{\pi}{2s}.$$

For the numerator, the exponent of $\psi(x,y)\psi(z,y)$ is $-a(x^2+z^2)-2ay^2+2b(x+z)y$. The first formula, with $p=2a$ and $q=b(x+z)$, gives

$$G(x,z)=\sqrt{\frac{\pi}{2a}}\;\exp\!\left[-a(x^2+z^2)+\frac{b^2(x+z)^2}{2a}\right].$$

The normalised density matrix is therefore $2s/\pi$ times this expression. Squaring $G$ gives

$$G(x,z)^2=\frac{\pi}{2a}\exp\!\left[-\Big(2a-\frac{b^2}{a}\Big)(x^2+z^2)+\frac{2b^2}{a}xz\right],$$

which is again a correlated Gaussian, with $A=2a-b^2/a$ and $B=b^2/a\ge 0$. Here $A+B=2a$ and $A-B=2(a^2-b^2)/a>0$, so $|B|<A$ and $A^2-B^2=4s^2$. Hence

$$\iint G^2\,dz\,dx=\frac{\pi}{2a}\cdot\frac{\pi}{2s},\qquad P=\frac{\pi^2/(4as)}{\pi^2/(4s^2)}=\frac{s}{a}.$$

The purity equals one exactly when $a^2-b^2=a^2$, that is, when $b=0$ and $\psi$ is a product.

## The trap frequencies behind $a$ and $b$

With unit masses and $\hbar=1$, the Hamiltonian is

$$H=-\tfrac12(\partial_x^2+\partial_y^2)+\tfrac12\omega^2(x^2+y^2)+\tfrac12k(x-y)^2 .$$

The centre-of-mass mode has frequency $\omega$. The relative mode has frequency $\Omega$ with $\Omega^2=\omega^2+2k$. Set $a=(\omega+\Omega)/4$ and $b=(\Omega-\omega)/4$. Differentiating twice gives

$$\partial_x^2\psi=\left[(-2ax+2by)^2-2a\right]\psi,$$

and the same with $x$ and $y$ exchanged. The kinetic term is thus

$$\left[-2(a^2+b^2)(x^2+y^2)+8abxy+2a\right]\psi .$$

Since $a^2+b^2=(\omega^2+\Omega^2)/8$ and $ab=(\Omega^2-\omega^2)/16$, its quadratic part is $-\tfrac14(\omega^2+\Omega^2)(x^2+y^2)+\tfrac12(\Omega^2-\omega^2)xy$. With $k=(\Omega^2-\omega^2)/2$, the potential is exactly the negative of this. What remains is $H\psi=2a\psi=\tfrac12(\omega+\Omega)\psi$.

For $\omega,\Omega>0$ we have $a^2-b^2=\omega\Omega/4$, and so

$$P=\frac{2\sqrt{\omega\Omega}}{\omega+\Omega}.$$

## The Lean file

```lean
import Mathlib

open MeasureTheory Real

namespace MoshinskyPurity

noncomputable section

/-- The unnormalised Gaussian wavefunction of two coupled particles on a line. -/
def pairWave (a b x y : ℝ) : ℝ := Real.exp (-a * (x ^ 2 + y ^ 2) + 2 * b * x * y)

/-- The unnormalised one-particle density matrix: the second particle is integrated out. -/
def oneMatrix (a b x z : ℝ) : ℝ := ∫ y : ℝ, pairWave a b x y * pairWave a b z y

/-- The purity of the one-particle density matrix: the trace of its square divided by
the square of its trace. -/
def purity (a b : ℝ) : ℝ :=
  (∫ x : ℝ, ∫ z : ℝ, oneMatrix a b x z ^ 2) / (∫ x : ℝ, oneMatrix a b x x) ^ 2

/-- The Moshinsky Hamiltonian (unit masses and ħ = 1): two particles in a harmonic trap of
frequency `ω`, coupled by a spring of constant `k`. -/
def hamiltonian (ω k : ℝ) (φ : ℝ → ℝ → ℝ) (x y : ℝ) : ℝ :=
  -(deriv (deriv (fun t => φ t y)) x + deriv (deriv (fun t => φ x t)) y) / 2
    + (ω ^ 2 * (x ^ 2 + y ^ 2) / 2 + k * (x - y) ^ 2 / 2) * φ x y

/-- The integral of a Gaussian with a linear source term. -/
theorem gaussian_linear {p : ℝ} (hp : 0 < p) (q : ℝ) :
    ∫ y : ℝ, Real.exp (-p * y ^ 2 + 2 * q * y) = Real.sqrt (π / p) * Real.exp (q ^ 2 / p) := by
  -- complete the square, then shift the integration variable
  have h : ∀ y : ℝ, Real.exp (-p * y ^ 2 + 2 * q * y)
      = Real.exp (q ^ 2 / p) * Real.exp (-p * (y - q / p) ^ 2) := by
    intro y
    rw [← Real.exp_add]
    congr 1
    field_simp
    ring
  simp only [h]
  rw [integral_const_mul,
    integral_sub_right_eq_self (fun y : ℝ => Real.exp (-p * y ^ 2)) (q / p),
    integral_gaussian, mul_comm]

lemma gap_pos {a b : ℝ} (h : |b| < a) : 0 < a ^ 2 - b ^ 2 := by
  have h' := abs_lt.mp h
  nlinarith [mul_pos (sub_pos.2 h'.2) (show 0 < a + b by linarith [h'.1])]

/-- The integral over the plane of a Gaussian that correlates the two coordinates. -/
theorem gaussian_pair {A B : ℝ} (h : |B| < A) :
    ∫ x : ℝ, ∫ y : ℝ, Real.exp (-A * (x ^ 2 + y ^ 2) + 2 * B * x * y)
      = π / Real.sqrt (A ^ 2 - B ^ 2) := by
  have hA : 0 < A := (abs_nonneg B).trans_lt h
  have hd := gap_pos h
  -- the inner integral leaves a Gaussian in `x`
  have inner : ∀ x : ℝ, ∫ y : ℝ, Real.exp (-A * (x ^ 2 + y ^ 2) + 2 * B * x * y)
      = Real.sqrt (π / A) * Real.exp (-((A ^ 2 - B ^ 2) / A) * x ^ 2) := by
    intro x
    have e : ∀ y : ℝ, Real.exp (-A * (x ^ 2 + y ^ 2) + 2 * B * x * y)
        = Real.exp (-A * x ^ 2) * Real.exp (-A * y ^ 2 + 2 * (B * x) * y) := by
      intro y
      rw [← Real.exp_add]
      congr 1
      ring
    have e2 : Real.exp (-((A ^ 2 - B ^ 2) / A) * x ^ 2)
        = Real.exp (-A * x ^ 2) * Real.exp ((B * x) ^ 2 / A) := by
      rw [← Real.exp_add]
      congr 1
      field_simp
      ring
    simp only [e]
    rw [integral_const_mul, gaussian_linear hA, e2]
    ring
  simp only [inner]
  rw [integral_const_mul, integral_gaussian]
  generalize A ^ 2 - B ^ 2 = D at hd ⊢
  have e3 : π / A * (π / (D / A)) = π ^ 2 / D := by
    field_simp
  rw [← Real.sqrt_mul (by positivity), e3, Real.sqrt_div (by positivity),
    Real.sqrt_sq Real.pi_pos.le]

lemma sqrt_four_mul (D : ℝ) : Real.sqrt (2 ^ 2 * D) = 2 * Real.sqrt D := by
  rw [Real.sqrt_mul (by norm_num), Real.sqrt_sq (by norm_num)]

/-- The trace of the unnormalised one-particle density matrix. -/
theorem trace_oneMatrix {a b : ℝ} (h : |b| < a) :
    ∫ x : ℝ, oneMatrix a b x x = π / (2 * Real.sqrt (a ^ 2 - b ^ 2)) := by
  have e : ∀ x y : ℝ, pairWave a b x y * pairWave a b x y
      = Real.exp (-(2 * a) * (x ^ 2 + y ^ 2) + 2 * (2 * b) * x * y) := by
    intro x y
    rw [pairWave, ← Real.exp_add]
    congr 1
    ring
  have h2 : |2 * b| < 2 * a := by
    rw [abs_mul, abs_two]
    linarith
  simp only [oneMatrix, e]
  rw [gaussian_pair h2, show (2 * a) ^ 2 - (2 * b) ^ 2 = 2 ^ 2 * (a ^ 2 - b ^ 2) by ring,
    sqrt_four_mul]

/-- The trace of the square of the unnormalised one-particle density matrix. -/
theorem trace_oneMatrix_sq {a b : ℝ} (h : |b| < a) :
    ∫ x : ℝ, ∫ z : ℝ, oneMatrix a b x z ^ 2
      = π / (2 * a) * (π / (2 * Real.sqrt (a ^ 2 - b ^ 2))) := by
  have ha : 0 < a := (abs_nonneg b).trans_lt h
  have hd := gap_pos h
  -- the squared kernel is again a correlated Gaussian
  have hk : ∀ x z : ℝ, oneMatrix a b x z ^ 2 = π / (2 * a) *
      Real.exp (-(2 * a - b ^ 2 / a) * (x ^ 2 + z ^ 2) + 2 * (b ^ 2 / a) * x * z) := by
    intro x z
    have e : ∀ y : ℝ, pairWave a b x y * pairWave a b z y = Real.exp (-a * (x ^ 2 + z ^ 2))
        * Real.exp (-(2 * a) * y ^ 2 + 2 * (b * (x + z)) * y) := by
      intro y
      rw [pairWave, pairWave, ← Real.exp_add, ← Real.exp_add]
      congr 1
      ring
    have e2 : Real.exp (-(2 * a - b ^ 2 / a) * (x ^ 2 + z ^ 2) + 2 * (b ^ 2 / a) * x * z)
        = (Real.exp (-a * (x ^ 2 + z ^ 2)) * Real.exp ((b * (x + z)) ^ 2 / (2 * a))) ^ 2 := by
      rw [← Real.exp_add, sq (Real.exp _), ← Real.exp_add]
      congr 1
      field_simp
      ring
    have hs := Real.sq_sqrt (show 0 ≤ π / (2 * a) by positivity)
    simp only [oneMatrix, e]
    rw [integral_const_mul, gaussian_linear (by positivity), e2]
    linear_combination (Real.exp (-a * (x ^ 2 + z ^ 2))
      * Real.exp ((b * (x + z)) ^ 2 / (2 * a))) ^ 2 * hs
  have hAB : |b ^ 2 / a| < 2 * a - b ^ 2 / a := by
    have h1 : b ^ 2 / a < a := by
      rw [div_lt_iff₀ ha]
      nlinarith
    rw [abs_of_nonneg (by positivity)]
    linarith
  have hD : (2 * a - b ^ 2 / a) ^ 2 - (b ^ 2 / a) ^ 2 = 2 ^ 2 * (a ^ 2 - b ^ 2) := by
    field_simp
    ring
  simp only [hk, integral_const_mul]
  rw [gaussian_pair hAB, hD, sqrt_four_mul]

/-- **Moshinsky-atom purity**: the one-particle density matrix of the Gaussian pair
wavefunction has purity `√(a² - b²) / a`. -/
theorem purity_eq {a b : ℝ} (h : |b| < a) : purity a b = Real.sqrt (a ^ 2 - b ^ 2) / a := by
  have ha : 0 < a := (abs_nonneg b).trans_lt h
  have hs := Real.sqrt_pos.2 (gap_pos h)
  rw [purity, trace_oneMatrix_sq h, trace_oneMatrix h]
  generalize Real.sqrt (a ^ 2 - b ^ 2) = s at hs ⊢
  have hpi := Real.pi_pos
  field_simp

/-- The purity equals one exactly when the coupling term `b` in the exponent vanishes. -/
theorem purity_eq_one_iff {a b : ℝ} (h : |b| < a) : purity a b = 1 ↔ b = 0 := by
  have ha : 0 < a := (abs_nonneg b).trans_lt h
  have hs := Real.sq_sqrt (gap_pos h).le
  rw [purity_eq h, div_eq_one_iff_eq ha.ne']
  constructor
  · intro h1
    rw [h1] at hs
    exact (pow_eq_zero_iff two_ne_zero).1 (by linarith)
  · intro hb
    rw [hb, show a ^ 2 - (0 : ℝ) ^ 2 = a ^ 2 by ring, Real.sqrt_sq ha.le]

lemma second_deriv (a b x y : ℝ) : deriv (deriv (fun t => pairWave a b t y)) x
    = ((-2 * a * x + 2 * b * y) ^ 2 - 2 * a) * pairWave a b x y := by
  have h : ∀ s : ℝ, HasDerivAt (fun t => pairWave a b t y)
      ((-2 * a * s + 2 * b * y) * pairWave a b s y) s := by
    intro s
    have h1 : HasDerivAt (fun t : ℝ => -a * (t ^ 2 + y ^ 2) + 2 * b * t * y)
        (-2 * a * s + 2 * b * y) s :=
      (((((hasDerivAt_id' s).fun_pow 2).add_const (y ^ 2)).const_mul (-a)).fun_add
        (((hasDerivAt_id' s).const_mul (2 * b)).mul_const y)).congr_deriv (by norm_num; ring)
    exact h1.exp.congr_deriv (by simp only [pairWave]; ring)
  rw [show deriv (fun t => pairWave a b t y)
    = fun t => (-2 * a * t + 2 * b * y) * pairWave a b t y from funext fun t => (h t).deriv]
  have h2 := (((hasDerivAt_id' x).const_mul (-2 * a)).add_const (2 * b * y)).fun_mul (h x)
  refine h2.deriv.trans ?_
  ring

/-- With `Ω² = ω² + 2k`, the Gaussian pair wavefunction solves the Schrödinger equation of the
Moshinsky Hamiltonian with energy `(ω + Ω) / 2`. -/
theorem schrodinger {ω Ω k : ℝ} (hΩ : Ω ^ 2 = ω ^ 2 + 2 * k) (x y : ℝ) :
    hamiltonian ω k (pairWave ((ω + Ω) / 4) ((Ω - ω) / 4)) x y
      = (ω + Ω) / 2 * pairWave ((ω + Ω) / 4) ((Ω - ω) / 4) x y := by
  have hk : k = (Ω ^ 2 - ω ^ 2) / 2 := by linarith
  -- exchange symmetry gives the second derivative in `y`
  have comm : ∀ a b s t : ℝ, pairWave a b s t = pairWave a b t s := by
    intro a b s t
    rw [pairWave, pairWave]
    congr 1
    ring
  have hy : ∀ a b : ℝ, deriv (deriv (fun t => pairWave a b x t)) y
      = ((-2 * a * y + 2 * b * x) ^ 2 - 2 * a) * pairWave a b x y := by
    intro a b
    rw [show (fun t => pairWave a b x t) = fun t => pairWave a b t x from
      funext fun t => comm a b x t, second_deriv, comm a b y x]
  unfold hamiltonian
  rw [second_deriv, hy, hk]
  ring

/-- For positive frequencies `ω` and `Ω`, the Gaussian pair wavefunction with exponents
`(ω + Ω) / 4` and `(Ω - ω) / 4` has purity `2√(ωΩ) / (ω + Ω)`. -/
theorem purity_frequencies {ω Ω : ℝ} (hω : 0 < ω) (hΩ : 0 < Ω) :
    purity ((ω + Ω) / 4) ((Ω - ω) / 4) = 2 * Real.sqrt (ω * Ω) / (ω + Ω) := by
  have h : |(Ω - ω) / 4| < (ω + Ω) / 4 := abs_lt.2 ⟨by linarith, by linarith⟩
  have e : ω * Ω = 2 ^ 2 * (((ω + Ω) / 4) ^ 2 - ((Ω - ω) / 4) ^ 2) := by ring
  rw [purity_eq h, e, sqrt_four_mul]
  generalize Real.sqrt (((ω + Ω) / 4) ^ 2 - ((Ω - ω) / 4) ^ 2) = s
  have hsum : ω + Ω ≠ 0 := by positivity
  field_simp
  ring

end

end MoshinskyPurity
```

```lean
#print axioms MoshinskyPurity.purity_eq
-- 'MoshinskyPurity.purity_eq' depends on axioms: [propext, Classical.choice, Quot.sound]
#print axioms MoshinskyPurity.purity_eq_one_iff
-- 'MoshinskyPurity.purity_eq_one_iff' depends on axioms: [propext, Classical.choice, Quot.sound]
#print axioms MoshinskyPurity.schrodinger
-- 'MoshinskyPurity.schrodinger' depends on axioms: [propext, Classical.choice, Quot.sound]
#print axioms MoshinskyPurity.purity_frequencies
-- 'MoshinskyPurity.purity_frequencies' depends on axioms: [propext, Classical.choice, Quot.sound]
```

## What the Lean theorems say

`pairWave a b x y` is the unnormalised $\psi(x,y)$, with real parameters and real coordinates. `oneMatrix a b x z` is $G(x,z)$, an integral over the whole real line. `purity a b` is the quotient $P$, whose denominator takes care of the normalisation. Because the kernel is real and symmetric, integrating its square corresponds to the trace of the squared density matrix.

The central theorem, `purity_eq`, says that `|b| < a` implies `purity a b = Real.sqrt (a ^ 2 - b ^ 2) / a`. The hypothesis is the physical condition that the pair state is normalisable: the quadratic form in the exponent must confine both the sum and the difference of the coordinates. It also forces $a>0$. Lean assigns zero to a divergent integral, but under this hypothesis both integrals in the quotient are shown to have positive values. Under the same condition, `purity_eq_one_iff` identifies $b=0$ as the only case of purity one.

`hamiltonian ω k φ x y` is $H$ applied to a function $\varphi$ and evaluated at a point, with `deriv` taken twice in each coordinate. The theorem `schrodinger` assumes $\Omega^2=\omega^2+2k$, the relation between the spring constant and the relative-mode frequency, and proves the eigenvalue equation at every $x$ and $y$. It needs no sign condition, so by itself it says nothing about normalisability, nor does it identify the state as the lowest one.

`purity_frequencies` assumes that both frequencies are positive and gives the purity in terms of them. It does not mention $k$. For a spring with $\omega^2+2k>0$ and $\omega>0$, take $\Omega=\sqrt{\omega^2+2k}$, and both theorems apply to the same state. A repulsive spring is allowed within that range.

The model has two particles, one dimension and purely harmonic forces, and it contains no spin. Its spatial function is symmetric under exchange, as for two identical bosons or a two-electron spin singlet. In the singlet reading, $P$ is the purity of the spatial density matrix normalised to trace one. For this harmonic model, the formula gives an exact reference value for codes that compute reduced density matrices, and it measures how far the pair is from sharing a single orbital.

The density matrix could also have been modelled as a trace-class operator on $L^2(\mathbb R)$, with purity defined as an operator trace. That would tie the number directly to the natural occupations: when they are normalised to sum to one, $P$ is the sum of their squares. It would also require proofs that the kernel defines such an operator and that the operator traces equal the integrals used here.

## How the proof follows the calculation

`gaussian_linear` is the integral with a linear source. Its inner statement `h` completes the square, `integral_sub_right_eq_self` shifts the variable, and Mathlib's `integral_gaussian` supplies the value.

`gap_pos` obtains $a^2-b^2>0$ from the positive factors $a-b$ and $a+b$. `gaussian_pair` then does the two-variable integral in the order used above. The statement `inner` integrates over $y$ and leaves a Gaussian in $x$, a second use of `integral_gaussian` handles that, and the remaining lines combine the two square roots.

`trace_oneMatrix` rewrites $\psi^2$ as a correlated Gaussian with parameters $2a$ and $2b$ and applies `gaussian_pair`. The small lemma `sqrt_four_mul` takes the factor $2$ out of $\sqrt{4(a^2-b^2)}$.

`trace_oneMatrix_sq` contains the main calculation. Its statement `hk` is the formula for $G(x,z)^2$: `e` separates the part of the exponent that does not depend on $y$, `gaussian_linear` integrates the rest, and `e2` matches the squared exponential to the new correlated form. The closing `linear_combination` uses the fact that the square of $\sqrt{\pi/(2a)}$ is $\pi/(2a)$. Next, `hAB` checks $|B|<A$ for the new parameters and `hD` computes $A^2-B^2=4(a^2-b^2)$, after which `gaussian_pair` applies once more.

`purity_eq` substitutes the two traces and cancels common factors with `field_simp`. For `purity_eq_one_iff`, the equation becomes $\sqrt{a^2-b^2}=a$; squaring gives $b=0$, and the converse is direct substitution.

`second_deriv` proves the formula for $\partial_x^2\psi$. It first establishes the derivative at every point by the chain rule, which identifies the first derivative as a function, and then differentiates that function by the product rule. In `schrodinger`, the exchange symmetry `comm` transfers the formula to the $y$ derivative. After $k$ is replaced by $(\Omega^2-\omega^2)/2$, `ring` verifies the cancellation between kinetic and potential terms.

Finally, `purity_frequencies` derives $|b|<a$ from the positive frequencies, writes $\omega\Omega$ as $4(a^2-b^2)$, and applies `purity_eq`.
